# The Lindblad generator of a driven, decaying two-level atom gives the optical Bloch equations

The theorem writes out, entry by entry, the Lindblad generator of a two-level atom with Rabi frequency `w`, detuning `δ` and decay rate `g ≥ 0` from state 1 to state 0, in the rotating frame with ℏ = 1. The diagonal entries give the rates of change of the populations, and the off-diagonal entries those of the coherences, which are damped at rate `g / 2`. Decay is the only dissipative process, and `ρ` may be any complex 2 × 2 matrix, not necessarily Hermitian, positive or of trace one. The proof first shows that `√g * √g = g`, then compares the four entries, using `simp` to expand the matrix products and `linear_combination` to finish the algebra.

Lean 4 with Mathlib refuses this proof:

```lean
import Mathlib

open Matrix
open scoped ComplexOrder

namespace ResonanceFluorescence

noncomputable section

/-- The Lindblad generator with Hamiltonian `H` and a single jump operator `L`,
in units with `ℏ = 1`. -/
def lindblad (H L ρ : Matrix (Fin 2) (Fin 2) ℂ) : Matrix (Fin 2) (Fin 2) ℂ :=
  (-Complex.I) • (H * ρ - ρ * H) + L * ρ * Lᴴ - (1 / 2 : ℂ) • (Lᴴ * L * ρ + ρ * (Lᴴ * L))

/-- The rotating-frame Hamiltonian `(w/2) X + (δ/2) Z` of a two-level atom with
Rabi frequency `w` and detuning `δ`. -/
def driveH (w δ : ℝ) : Matrix (Fin 2) (Fin 2) ℂ :=
  !![(δ : ℂ) / 2, (w : ℂ) / 2; (w : ℂ) / 2, -((δ : ℂ) / 2)]

/-- The jump operator `√g E01` for decay from the excited state 1 to the ground state 0. -/
def jump (g : ℝ) : Matrix (Fin 2) (Fin 2) ℂ :=
  !![0, ((√g : ℝ) : ℂ); 0, 0]

/-- The Lindblad generator of the driven, decaying two-level atom. -/
def generator (w δ g : ℝ) (ρ : Matrix (Fin 2) (Fin 2) ℂ) : Matrix (Fin 2) (Fin 2) ℂ :=
  lindblad (driveH w δ) (jump g) ρ

/-- Optical Bloch equations: the generator written out in populations and coherences. -/
theorem optical_bloch (w δ : ℝ) {g : ℝ} (hg : 0 ≤ g) (ρ : Matrix (Fin 2) (Fin 2) ℂ) :
    generator w δ g ρ =
      !![g * ρ 1 1 + Complex.I * w / 2 * (ρ 0 1 - ρ 1 0),
        -(g / 2 + Complex.I * δ) * ρ 0 1 + Complex.I * w / 2 * (ρ 0 0 - ρ 1 1);
        -(g / 2 - Complex.I * δ) * ρ 1 0 - Complex.I * w / 2 * (ρ 0 0 - ρ 1 1),
        -g * ρ 1 1 - Complex.I * w / 2 * (ρ 0 1 - ρ 1 0)] := by
  have hs : ((√g : ℝ) : ℂ) * ((√g : ℝ) : ℂ) = g := by
    rw [← Complex.ofReal_mul, Real.mul_self_sqrt hg]
  ext i j
  fin_cases i <;> fin_cases j <;>
    simp [generator, lindblad, driveH, jump, Matrix.mul_apply, Fin.sum_univ_two]
  · linear_combination ρ 1 1 * hs
  · linear_combination (-(1 / 2) * ρ 0 1) * hs
  · linear_combination (-(1 / 2) * ρ 1 0) * hs
  · linear_combination (-ρ 1 1) * hs

end

end ResonanceFluorescence
```

The error:

```
Main.lean:40:4: error: ring failed, ring expressions not equal
w δ g : ℝ
hg : 0 ≤ g
ρ : Matrix (Fin 2) (Fin 2) ℂ
hs : ↑√g * ↑√g = ↑g
⊢ -(Complex.I * (![↑δ / 2, ↑w / 2] ᵥ* ρ) 0) + Complex.I * ρ 0 0 * ↑δ * (1 / 2) + Complex.I * ↑w * ρ 1 0 * (1 / 2) +
        (![0, ↑√g] ᵥ* (ρ * !![0, ↑√g; 0, 0]ᴴ)) 0 -
      ρ 1 1 * ↑√g ^ 2 =
    0
Main.lean:41:4: error: ring failed, ring expressions not equal
w δ g : ℝ
hg : 0 ≤ g
ρ : Matrix (Fin 2) (Fin 2) ℂ
hs : ↑√g * ↑√g = ↑g
⊢ -(Complex.I * (![↑δ / 2, ↑w / 2] ᵥ* ρ) 1) + Complex.I * ↑w * ρ 1 1 * (1 / 2) + Complex.I * ρ 0 1 * ↑δ * (1 / 2) +
      (![0, ↑√g] ᵥ* (ρ * !![0, ↑√g; 0, 0]ᴴ)) 1 =
    0
Main.lean:42:4: error: ring failed, ring expressions not equal
w δ g : ℝ
hg : 0 ≤ g
ρ : Matrix (Fin 2) (Fin 2) ℂ
hs : ↑√g * ↑√g = ↑g
⊢ -(Complex.I * (![↑w / 2, -(↑δ / 2)] ᵥ* ρ) 0) + Complex.I * ρ 1 0 * ↑δ * (-1 / 2) + Complex.I * ↑w * ρ 0 0 * (1 / 2) +
      (![0, 0] ᵥ* (ρ * !![0, ↑√g; 0, 0]ᴴ)) 0 =
    0
Main.lean:43:4: error: ring failed, ring expressions not equal
w δ g : ℝ
hg : 0 ≤ g
ρ : Matrix (Fin 2) (Fin 2) ℂ
hs : ↑√g * ↑√g = ↑g
⊢ -(Complex.I * (![↑w / 2, -(↑δ / 2)] ᵥ* ρ) 1) + Complex.I * ↑w * ρ 0 1 * (1 / 2) + Complex.I * ρ 1 1 * ↑δ * (-1 / 2) +
      (![0, 0] ᵥ* (ρ * !![0, ↑√g; 0, 0]ᴴ)) 1 =
    0
```

Fix (accepted with no message):

```diff
@@ -36,6 +36,7 @@
     rw [← Complex.ofReal_mul, Real.mul_self_sqrt hg]
   ext i j
-  fin_cases i <;> fin_cases j <;>
-    simp [generator, lindblad, driveH, jump, Matrix.mul_apply, Fin.sum_univ_two]
+  simp only [generator, lindblad, Matrix.sub_apply, Matrix.add_apply, Matrix.smul_apply,
+    Matrix.mul_apply, Matrix.conjTranspose_apply, Fin.sum_univ_two]
+  fin_cases i <;> fin_cases j <;> simp [driveH, jump]
   · linear_combination ρ 1 1 * hs
   · linear_combination (-(1 / 2) * ρ 0 1) * hs
```

Cause. All four errors say that `ring`, called by `linear_combination`, could not close the remaining equation. Each goal still contains entries of unexpanded vector–matrix products, such as `(![↑δ / 2, ↑w / 2] ᵥ* ρ) 0`. `ring` does not unfold these, so it cannot cancel them against the written-out terms.

They arise because one `simp` call both unfolds `driveH` and `jump` and expands the products. Once a left factor is an explicit matrix, `simp` rewrites the product row by row with `ᵥ*`, and `Matrix.mul_apply`, which needs an entry of a matrix product, no longer fits.

The repair separates the steps. `simp only` first turns every product into a sum over entries while `driveH` and `jump` are still folded; the lemmas for sums, differences and scalar multiples let it reach those products, and `Matrix.conjTranspose_apply` expands the adjoint's entries. Only then does `simp [driveH, jump]` insert the explicit matrices, in each of the four cases. What remains is ordinary algebra, which the unchanged `linear_combination` lines prove.
